# The Hermite determinant and the Slater determinant of trapped free fermions

Put $N$ identical fermions, all with the same spin, in a one-dimensional harmonic trap and neglect their interaction. In the ground state they fill the lowest $N$ oscillator orbitals, one each, and the wavefunction is a Slater determinant. Where does it vanish, besides the points where two particles meet? A closed form of the determinant answers this.

Take units with $\hbar=m=\omega=1$ and let $x_0,\dots,x_{N-1}$ be the positions. The Hermite polynomials are generated by $H_0=1$ and $H_{n+1}=2XH_n-H_n'$, and the orbitals are $\varphi_n(x)=H_n(x)e^{-x^2/2}$. The problem is to show that

$$\det[H_j(x_i)]=2^{N(N-1)/2}\prod_{i<j}(x_j-x_i)$$

and to read off the wavefunction and its zeros.

In Lean, `hermiteH n` is a formal polynomial over the reals, with variable `X` and constants written `C 2`; `eval` turns it into a number.

```lean
import Mathlib

open Polynomial

namespace HermiteSlater

noncomputable section

/-- The physicists' Hermite polynomials, generated from `H₀ = 1` by the raising rule
`Hₙ₊₁ = 2 X Hₙ - Hₙ'`. -/
def hermiteH : ℕ → ℝ[X]
  | 0 => 1
  | n + 1 => C 2 * (X * hermiteH n) - derivative (hermiteH n)

/-- The unnormalised harmonic-oscillator orbital `Hₙ(x) exp(-x²/2)`, in units where
`ħ = m = ω = 1`. -/
def orbital (n : ℕ) (x : ℝ) : ℝ :=
  (hermiteH n).eval x * Real.exp (-x ^ 2 / 2)
```

The positions form a function `x : Fin N → ℝ`, with indices running from $0$ to $N-1$. They need be neither ordered nor distinct. Row $i$ of the determinant belongs to a particle, column $j$ to an orbital.

```lean
/-- The unnormalised Slater determinant of the orbitals `0, ..., N-1` for fermions at
positions `x i`. -/
def slater {N : ℕ} (x : Fin N → ℝ) : ℝ :=
  (Matrix.of fun i j : Fin N => orbital j (x i)).det
```

Neither definition is normalised. The normalised wavefunction is `slater x` times $(N!)^{-1/2}\prod_{n=0}^{N-1}(\sqrt\pi\,2^n n!)^{-1/2}$.

## (a) Degree and leading coefficient

**Show that $H_n$ has no term above degree $n$, and that its coefficient of degree $n$ is $2^n$.**

Write $c_{k,n}$ for the coefficient of $X^k$ in $H_n$. The raising rule gives, for $m\ge 0$,

$$c_{m+1,n+1}=2c_{m,n}-(m+2)\,c_{m+2,n}.$$

The claim holds for $H_0=1$. Suppose it holds for $n$. If $m>n$, both terms on the right vanish, so $H_{n+1}$ has nothing above degree $n+1$. If $m=n$, the second term vanishes and the first is $2\cdot2^n=2^{n+1}$.

The recursion is `step` in the proof, and the two cases follow it.

```lean
/-- The polynomial `Hₙ` has no terms of degree above `n`, and its coefficient of degree `n`
is `2ⁿ`. -/
theorem hermiteH_coeff (n : ℕ) :
    (∀ k, n < k → (hermiteH n).coeff k = 0) ∧ (hermiteH n).coeff n = 2 ^ n := by
  induction n with
  | zero =>
    refine ⟨fun k hk => ?_, by simp [hermiteH]⟩
    have hk' : k ≠ 0 := by omega
    simp [hermiteH, coeff_one, hk']
  | succ n ih =>
    obtain ⟨hz, hl⟩ := ih
    -- multiplication by 2X shifts the coefficients, the derivative only lowers the degree
    have step : ∀ m, (hermiteH (n + 1)).coeff (m + 1)
        = 2 * (hermiteH n).coeff m
          - (hermiteH n).coeff (m + 1 + 1) * (((m + 1 : ℕ) : ℝ) + 1) := by
      intro m
      rw [hermiteH, coeff_sub, coeff_C_mul, coeff_X_mul, coeff_derivative]
    constructor
    · intro k hk
      obtain ⟨m, rfl⟩ : ∃ m, k = m + 1 := ⟨k - 1, by omega⟩
      rw [step, hz m (by omega), hz (m + 1 + 1) (by omega)]
      ring
    · rw [step, hl, hz (n + 1 + 1) (by omega)]
      ring
```

## (b) Hermite's differential equation

**Show that $H_n''-2XH_n'+2nH_n=0$.**

For $n=0$ every term is zero. Assume the equation for $n$ and differentiate the raising rule:

$$H_{n+1}'=2H_n+2XH_n'-H_n''=2H_n+2nH_n=2(n+1)H_n.$$

Hence $H_{n+1}''=2(n+1)H_n'$, and the left side of the equation for $n+1$ is

$$2(n+1)H_n'-4(n+1)XH_n+2(n+1)(2XH_n-H_n')=0.$$

The two derivatives are `hd` and `hdd`.

```lean
/-- Hermite's differential equation `Hₙ'' - 2 X Hₙ' + 2 n Hₙ = 0`. -/
theorem hermiteH_ode (n : ℕ) :
    derivative (derivative (hermiteH n)) - C 2 * (X * derivative (hermiteH n))
      + C 2 * ((n : ℝ[X]) * hermiteH n) = 0 := by
  induction n with
  | zero => simp [hermiteH]
  | succ n ih =>
    -- the equation for `n` gives the lowering rule for `n + 1`
    have hd : derivative (hermiteH (n + 1))
        = C 2 * (((n : ℝ[X]) + 1) * hermiteH n) := by
      rw [hermiteH]
      simp only [derivative_sub, derivative_mul, derivative_C, derivative_X]
      linear_combination -ih
    have hdd : derivative (derivative (hermiteH (n + 1)))
        = C 2 * (((n : ℝ[X]) + 1) * derivative (hermiteH n)) := by
      rw [hd]
      simp only [derivative_mul, derivative_C, derivative_add, derivative_natCast,
        derivative_one]
      ring
    rw [hdd, hd, hermiteH]
    push_cast
    ring
```

## (c) Differentiating a polynomial times a Gaussian

**Show that the derivative of $p(x)e^{-x^2/2}$ is $(p'(x)-x\,p(x))e^{-x^2/2}$.**

The exponent $-x^2/2$ has derivative $-x$, so the product rule gives $p'e^{-x^2/2}+p\cdot(-x)e^{-x^2/2}$. The result is again a polynomial times the same Gaussian, so the rule can be applied repeatedly.

```lean
/-- Differentiating a polynomial `p` times the Gaussian `exp(-x²/2)` gives the polynomial
`p' - X p` times the same Gaussian. -/
theorem deriv_eval_mul_gaussian (p : ℝ[X]) :
    deriv (fun x : ℝ => p.eval x * Real.exp (-x ^ 2 / 2))
      = fun x : ℝ => (derivative p - X * p).eval x * Real.exp (-x ^ 2 / 2) := by
  funext x
  have h : HasDerivAt (fun y : ℝ => -y ^ 2 / 2) (-x) x := by
    refine (((hasDerivAt_id' x).fun_pow 2).fun_neg.div_const 2).congr_deriv ?_
    norm_num
    ring
  refine ((p.hasDerivAt x).fun_mul h.exp).deriv.trans ?_
  simp only [eval_sub, eval_mul, eval_X]
  ring
```

## (d) The orbitals solve the trap's Schrödinger equation

**Show that $-\tfrac12\varphi_n''+\tfrac12x^2\varphi_n=(n+\tfrac12)\varphi_n$.**

Applying (c) twice gives

$$\varphi_n''=\bigl(H_n''-2xH_n'+(x^2-1)H_n\bigr)e^{-x^2/2}.$$

By (b), $H_n''-2xH_n'=-2nH_n$. Therefore

$$-\tfrac12\varphi_n''+\tfrac12x^2\varphi_n=\bigl(nH_n+\tfrac12H_n\bigr)e^{-x^2/2}.$$

The final `linear_combination` adds the differential equation at $x$, multiplied by $-\tfrac12e^{-x^2/2}$.

```lean
/-- Each orbital solves the stationary Schrödinger equation of the harmonic trap,
`-φₙ''/2 + x² φₙ/2 = (n + 1/2) φₙ`. -/
theorem orbital_schrodinger (n : ℕ) (x : ℝ) :
    -(1 / 2) * deriv (deriv (orbital n)) x + x ^ 2 / 2 * orbital n x
      = ((n : ℝ) + 1 / 2) * orbital n x := by
  have h : orbital n
      = fun y : ℝ => (hermiteH n).eval y * Real.exp (-y ^ 2 / 2) := rfl
  have ode := congrArg (eval x) (hermiteH_ode n)
  rw [h, deriv_eval_mul_gaussian, deriv_eval_mul_gaussian]
  simp only [derivative_sub, derivative_mul, derivative_X, eval_sub, eval_add, eval_mul,
    eval_X, eval_C, eval_natCast, eval_one, eval_zero] at ode ⊢
  linear_combination (-(1 / 2) * Real.exp (-x ^ 2 / 2)) * ode
```

This identifies each $\varphi_n$ as a solution with energy $n+\tfrac12$. That these are all the bound levels, so that filling the first $N$ gives the ground state, is taken here from the standard theory of the oscillator.

## (e) The determinant of Hermite polynomials

**Prove the formula for $\det[H_j(x_i)]$.**

By (a), a column index $j\le N-1$ needs only powers up to $N-1$:

$$H_j(x_i)=\sum_{k=0}^{N-1}x_i^k\,c_{k,j}.$$

The matrix is thus a product $VC$ with $V_{ik}=x_i^k$ and $C_{kj}=c_{k,j}$. Since $C$ is upper triangular with diagonal $2^j$,

$$\det C=2^{0+1+\cdots+(N-1)}=2^{N(N-1)/2}.$$

For $\det V$, go from the last column to the second and subtract $x_0$ times the preceding column. The first row becomes $(1,0,\dots,0)$, and in each later row $i$ the entry in column $k\ge1$ becomes $(x_i-x_0)x_i^{k-1}$. Expand along the first row and take the factor $x_i-x_0$ out of each remaining row. What remains is the same determinant for $x_1,\dots,x_{N-1}$, so by induction $\det V=\prod_{i<j}(x_j-x_i)$. For $N=0$ and $N=1$ both sides of the formula equal $1$.

The proof turns on Mathlib's `Matrix.eval_matrixOfPolynomials_eq_vandermonde_mul_matrixOfPolynomials`. It takes the points, a family of polynomials and a proof that the $j$-th has degree at most $j$, and returns the factorisation $VC$. Part (a) supplies that proof, and then supplies the triangular shape and the diagonal in `htri`. The product over $i<j$ appears as a double product with `j ∈ Finset.Ioi i`, the indices above $i$.

```lean
/-- The determinant of the Hermite polynomials `H₀, ..., H_(N-1)` at `N` real points is
`2^(N(N-1)/2)` times the product of the differences `x j - x i` over `i < j`. -/
theorem det_hermiteH {N : ℕ} (x : Fin N → ℝ) :
    (Matrix.of fun i j : Fin N => (hermiteH j).eval (x i)).det
      = 2 ^ (N * (N - 1) / 2) * ∏ i, ∏ j ∈ Finset.Ioi i, (x j - x i) := by
  -- factor into the Vandermonde matrix and the matrix of coefficients
  rw [Matrix.eval_matrixOfPolynomials_eq_vandermonde_mul_matrixOfPolynomials x
    (fun j : Fin N => hermiteH j)
    (fun j => natDegree_le_iff_coeff_eq_zero.mpr (hermiteH_coeff j).1),
    Matrix.det_mul, Matrix.det_vandermonde]
  -- the coefficient matrix is triangular with diagonal 1, 2, 4, ...
  have htri : (Matrix.of fun i j : Fin N => (hermiteH j).coeff i).det
      = 2 ^ (N * (N - 1) / 2) := by
    have ht : (Matrix.of fun i j : Fin N => (hermiteH j).coeff i).IsUpperTriangular :=
      fun i j hij => (hermiteH_coeff j).1 i hij
    rw [Matrix.det_of_isUpperTriangular ht]
    simp only [Matrix.of_apply, (hermiteH_coeff _).2]
    rw [Finset.prod_pow_eq_pow_sum, Fin.sum_univ_eq_sum_range (fun k => k) N,
      Finset.sum_range_id]
  rw [htri, mul_comm]
```

The degree condition matters. For two particles in orbitals $0$ and $2$, the second polynomial has degree $2$ in column $1$, and

$$\det\begin{pmatrix}1&4x_0^2-2\\1&4x_1^2-2\end{pmatrix}=4(x_1-x_0)(x_1+x_0).$$

The $2\times2$ coefficient matrix loses the quadratic term and has determinant $0$, so the factorisation fails. This excited state also has an extra node at $x_1=-x_0$, where the particles need not meet.

## (f) The many-fermion wavefunction

**Restore the Gaussians.**

Every entry of row $i$ contains $e^{-x_i^2/2}$. Taking this factor out of each row and using (e),

$$\det[\varphi_j(x_i)]=2^{N(N-1)/2}\prod_{i<j}(x_j-x_i)\;e^{-\frac12\sum_i x_i^2}.$$

The row step is `hrow`.

```lean
/-- The Slater determinant of the lowest `N` trap orbitals is `2^(N(N-1)/2)` times the product
of the differences `x j - x i` over `i < j`, times one Gaussian in all the coordinates. -/
theorem slater_eq {N : ℕ} (x : Fin N → ℝ) :
    slater x = 2 ^ (N * (N - 1) / 2) * (∏ i, ∏ j ∈ Finset.Ioi i, (x j - x i))
      * Real.exp (-(∑ i, x i ^ 2) / 2) := by
  -- every row carries the Gaussian of its own particle
  have hrow : slater x = (∏ i, Real.exp (-x i ^ 2 / 2))
      * (Matrix.of fun i j : Fin N => (hermiteH j).eval (x i)).det := by
    rw [← Matrix.det_mul_column, slater]
    congr 1
    ext i j
    simp only [Matrix.of_apply, orbital]
    ring
  rw [hrow, det_hermiteH, ← Real.exp_sum, ← Finset.sum_div, Finset.sum_neg_distrib]
  ring
```

For non-interacting fermions in this one-dimensional trap, the formula provides an exact value against which a numerical Slater determinant of the lowest $N$ orbitals can be compared.

## (g) The nodes

**Show that the wavefunction is nonzero exactly when all positions are distinct.**

The power of two and the exponential never vanish. The product vanishes precisely when some factor $x_j-x_i$ with $i<j$ does, that is, when two particles coincide. Lean expresses distinctness as `Function.Injective x` and uses Mathlib's criterion for a nonzero Vandermonde determinant.

```lean
/-- The Slater determinant of the lowest `N` trap orbitals is nonzero exactly when no two fermions
share a position. -/
theorem slater_ne_zero_iff {N : ℕ} (x : Fin N → ℝ) :
    slater x ≠ 0 ↔ Function.Injective x := by
  rw [slater_eq, ← Matrix.det_vandermonde, ← Matrix.det_vandermonde_ne_zero_iff]
  have h2 : (2 : ℝ) ^ (N * (N - 1) / 2) ≠ 0 := by positivity
  have he : Real.exp (-(∑ i, x i ^ 2) / 2) ≠ 0 := Real.exp_ne_zero _
  constructor
  · intro h h0
    exact h (by rw [h0]; ring)
  · intro h
    exact mul_ne_zero (mul_ne_zero h2 h) he

end

end HermiteSlater
```

```lean
#print axioms HermiteSlater.orbital_schrodinger
#print axioms HermiteSlater.slater_ne_zero_iff
```

```
'HermiteSlater.orbital_schrodinger' depends on axioms: [propext, Classical.choice, Quot.sound]
'HermiteSlater.slater_ne_zero_iff' depends on axioms: [propext, Classical.choice, Quot.sound]
```
